# At zero field, the quadratic energy of a magnetization pattern splits into that of an impurity's polarization cloud and that of the remainder

The model is a finite set of sites with a real, positive definite host susceptibility matrix `X`, an extra exchange `d` on site `i`, and an energy quadratic in the magnetization `m`. The cloud of site `i` is the host's response to a unit field there, and it is scaled here by `m i / X i i` so that it carries the moment `m i` on that site. `energy_split` says that twice the energy of `m` at zero field is the quadratic form of `X⁻¹` at `m` minus this scaled cloud, plus `(1 / X i i - d) * m i ^ 2`. The proof works out how `X⁻¹` acts on the cloud, expands the quadratic form with `simp only`, and leaves the remaining algebra to `linear_combination`, with the fact that `X i i` times its inverse is 1.

An attempt in Lean 4 with a fault in it:

```lean
import Mathlib

open Matrix

namespace EnergySplit

noncomputable section

variable {n : Type*} [Fintype n] [DecidableEq n]

/-- The stability matrix of a host with susceptibility matrix `X` (invertible) when site `i`
gains extra exchange `d`: the inverse susceptibility minus `d` on the diagonal entry of `i`. -/
def stability (X : Matrix n n ℝ) (i : n) (d : ℝ) : Matrix n n ℝ :=
  X⁻¹ - Matrix.diagonal (Pi.single i d)

/-- The polarization cloud of site `i`: the host magnetization produced by a unit field
at site `i`. -/
def cloud (X : Matrix n n ℝ) (i : n) : n → ℝ := fun j => X j i

/-- For a positive definite host susceptibility, the inverse susceptibility maps the
polarization cloud of site `i` to a unit field at site `i`. -/
theorem inv_mulVec_cloud {X : Matrix n n ℝ} (hX : X.PosDef) (i : n) :
    X⁻¹ *ᵥ cloud X i = Pi.single i 1 := by
  have hc : cloud X i = X *ᵥ Pi.single i 1 := by
    ext j
    simp [cloud]
  rw [hc, Matrix.mulVec_mulVec, Matrix.nonsing_inv_mul X hX.det_pos.ne'.isUnit,
    Matrix.one_mulVec]

/-- The quadratic form of the stability matrix at a magnetization pattern `m` (twice its energy at
zero field) is that of `X⁻¹` minus `d` times the squared moment on the impurity site. -/
theorem stability_energy (X : Matrix n n ℝ) (i : n) (d : ℝ) (m : n → ℝ) :
    m ⬝ᵥ stability X i d *ᵥ m = m ⬝ᵥ X⁻¹ *ᵥ m - d * m i ^ 2 := by
  have hD : Matrix.diagonal (Pi.single i d) *ᵥ m = Pi.single i (d * m i) := by
    ext k
    rw [Matrix.mulVec_diagonal]
    by_cases hk : k = i
    · rw [hk, Pi.single_eq_same, Pi.single_eq_same]
    · rw [Pi.single_eq_of_ne hk, Pi.single_eq_of_ne hk, zero_mul]
  rw [stability, Matrix.sub_mulVec, hD, dotProduct_sub, dotProduct_single]
  ring

/-- For a positive definite host susceptibility, the quadratic form of the stability matrix at `m`
(twice the energy at zero field) is the form of `X⁻¹` at what remains of `m` after removing the
cloud that carries the moment `m i`, plus `1 / X i i - d` times that moment squared. -/
theorem energy_split {X : Matrix n n ℝ} (hX : X.PosDef) (i : n) (d : ℝ) (m : n → ℝ) :
    m ⬝ᵥ stability X i d *ᵥ m =
      (m - (m i / X i i) • cloud X i) ⬝ᵥ X⁻¹ *ᵥ (m - (m i / X i i) • cloud X i)
        + (1 / X i i - d) * m i ^ 2 := by
  have h1 := inv_mulVec_cloud hX i
  have hrow : cloud X i = X i := by
    funext j
    simpa [cloud] using hX.isHermitian.apply i j
  -- by symmetry of the host, the cloud paired with the field of `m` reads off `m i`
  have h2 : cloud X i ⬝ᵥ X⁻¹ *ᵥ m = m i := by
    rw [hrow]
    change (X *ᵥ (X⁻¹ *ᵥ m)) i = m i
    rw [Matrix.mulVec_mulVec, Matrix.mul_nonsing_inv X hX.det_pos.ne'.isUnit,
      Matrix.one_mulVec]
  have h3 : cloud X i i = X i i := rfl
  have hx : X i i * (X i i)⁻¹ = 1 := mul_inv_cancel₀ hX.diag_pos.ne'
  rw [stability_energy]
  simp only [Matrix.mulVec_sub, Matrix.mulVec_smul, h1, sub_dotProduct, dotProduct_sub,
    smul_dotProduct, dotProduct_smul, h2, dotProduct_single, h3, smul_eq_mul, mul_one]
  linear_combination (-(m i) ^ 2 * (X i i)⁻¹) * hx

end

end EnergySplit
```

The compiler's answer:

```
Main.lean:65:2: error: ring failed, ring expressions not equal
n : Type u_1
inst✝¹ : Fintype n
inst✝ : DecidableEq n
X : Matrix n n ℝ
hX : X.PosDef
i : n
d : ℝ
m : n → ℝ
h1 : X⁻¹ *ᵥ cloud X i = Pi.single i 1
hrow : cloud X i = X i
h2 : cloud X i ⬝ᵥ X⁻¹ *ᵥ m = m i
h3 : cloud X i i = X i i
hx : X i i * (X i i)⁻¹ = 1
⊢ m i * (X i i)⁻¹ * (m - (m i / X i i) • cloud X i) i + m i ^ 2 * X i i * (X i i)⁻¹ ^ 2 - m i ^ 2 * (X i i)⁻¹ = 0
Main.lean:64:61: warning: This simp argument is unused:
  h3

Hint: Omit it from the simp argument list.
  [apply] simp only [Matrix.mulVec_sub, Matrix.mulVec_smul, h1, sub_dotProduct, dotProduct_sub, smul_dotProduct,
    dotProduct_smul, h2, dotProduct_single, smul_eq_mul, mul_one]

Note: This linter can be disabled with `set_option linter.unusedSimpArgs false`
```

The error says that `ring`, which `linear_combination` calls for its final check, could not reduce the remaining equation to an identity. The goal shows why: it still contains `(m - (m i / X i i) • cloud X i) i`, the value at site `i` of a difference of vectors. `dotProduct_single` had produced this value, but nothing in the `simp only` list could carry the evaluation at `i` through the subtraction and the scalar multiple. `ring` does not do that either and treats the whole expression as an unknown number, so the terms cannot cancel.

The warning that `h3` is unused has the same origin. `h3` rewrites `cloud X i i`, which never appeared, because the cloud was still inside the unevaluated difference.

The repair adds `Pi.sub_apply` and `Pi.smul_apply`, which evaluate the difference and the multiple entry by entry. Now `h3` applies, and the value becomes `m i - m i / X i i * X i i`. This is ordinary algebra in `m i` and `X i i`, and the unchanged `linear_combination` closes the goal.

The mended proof, as a diff:

```diff
@@ -62,5 +62,6 @@
   rw [stability_energy]
   simp only [Matrix.mulVec_sub, Matrix.mulVec_smul, h1, sub_dotProduct, dotProduct_sub,
-    smul_dotProduct, dotProduct_smul, h2, dotProduct_single, h3, smul_eq_mul, mul_one]
+    smul_dotProduct, dotProduct_smul, h2, dotProduct_single, Pi.sub_apply, Pi.smul_apply,
+    h3, smul_eq_mul, mul_one]
   linear_combination (-(m i) ^ 2 * (X i i)⁻¹) * hx
 
```
